# The f-sum rule for free particles with inversion-symmetric occupations

Let \(s\) be a finite set of wavevectors that contains \(-k\) whenever it contains \(k\), and let the occupations \(f_k\) be even, \(f_{-k}=f_k\), with \(\sum_{k\in s} f_k=N\). For a fixed wavevector \(q\), write \(D_k\) for the energy needed to lift a free particle from \(k\) to \(k+q\), in units \(\hbar=m=1\), and define the density response

\[
\chi(q,\omega)=\sum_{k\in s} f_k\left(\frac{1}{\omega-D_k}-\frac{1}{\omega+D_k}\right),\qquad
D_k=\frac{\|k+q\|^2}{2}-\frac{\|k\|^2}{2}.
\]

Then

\[
\omega^2\chi(q,\omega)\to N\|q\|^2\qquad(\omega\to\infty).
\]

The limit depends on the occupations only through the particle number. The f-sum rule is often written as a frequency integral over the absorptive part of the response; the statement here is its high-frequency form, for non-interacting particles. In three dimensions it fixes the high-frequency tail \(1-\omega_p^2/\omega^2\) of the dielectric function in the random-phase approximation (RPA), again for a finite set of occupied wavevectors.

## From one resonance pair to the plasma frequency

Expanding the square in \(D_k\) gives

\[
D_k=\langle k,q\rangle+\frac{\|q\|^2}{2},
\]

a Doppler term, odd in \(k\), plus a recoil energy that is the same for all particles.

Consider one resonance pair at \(\pm D\). For \(\omega>|D|\),

\[
\omega^2\left(\frac{1}{\omega-D}-\frac{1}{\omega+D}\right)
=2D\,\frac{\omega^2}{\omega^2-D^2},
\qquad
\frac{\omega^2}{\omega^2-D^2}=1+\frac{D^2}{\omega^2-D^2}\to 1 .
\]

The pair therefore tends to \(2D\). Since \(s\) is finite, the limits may be added:

\[
\omega^2\chi\to\sum_{k\in s} 2f_kD_k
=2\sum_{k\in s} f_k\langle k,q\rangle+\|q\|^2\sum_{k\in s} f_k .
\]

Replacing \(k\) by \(-k\) changes the sign of the first sum on the right and leaves its range unchanged, so that sum is zero. The second term is \(N\|q\|^2\).

For the next order, subtract the limit from the pair and multiply by \(\omega^2\) again:

\[
\omega^2\left(2D\,\frac{\omega^2}{\omega^2-D^2}-2D\right)
=2D^3\,\frac{\omega^2}{\omega^2-D^2}\to 2D^3 .
\]

The cube expands as

\[
2D_k^3=2\langle k,q\rangle^3+3\|q\|^2\langle k,q\rangle^2
+\tfrac32\|q\|^4\langle k,q\rangle+\tfrac14\|q\|^6 .
\]

After weighting with \(f_k\) and summing, the odd powers vanish, and

\[
\omega^2\left(\omega^2\chi-N\|q\|^2\right)\to
3\|q\|^2\sum_{k\in s} f_k\langle k,q\rangle^2+\frac{N\|q\|^6}{4}.
\]

Finally, take three dimensions, a volume \(V>0\) and \(q\neq0\), with the RPA dielectric function \(\varepsilon=1-\frac{4\pi}{V\|q\|^2}\chi\). Then

\[
\omega^2(1-\varepsilon)=\frac{4\pi}{V\|q\|^2}\,\omega^2\chi\to\frac{4\pi N}{V}=\omega_p^2 .
\]

The Coulomb factor cancels the \(\|q\|^2\) of the sum rule, so the limit is the same for every nonzero \(q\).

## The tail in numbers

A calculation of \(\chi\) sums over all occupied \(k\) at each frequency. Far above every \(|D_k|\), two sums that don't depend on \(\omega\) can replace it. Take one dimension, \(s=\{1,-1\}\), both occupations equal to 1, and \(q=1\). The excitation energies are \(3/2\) and \(-1/2\), the leading coefficient is \(N\|q\|^2=2\), and the next is \(6+\tfrac12=6.5\). At \(\omega=10\) the two-term tail gives \(\omega^2\chi\approx2+6.5/100=2.065\), while the full sum gives \(2.0665\).

The Doppler term must be cancelled in the sum and not inside \(D_k\). Someone who replaces \(D_k\) by the recoil energy \(\|q\|^2/2\) from the start still finds the correct leading coefficient, but gets \(0.5\) instead of \(6.5\) at the next order, because \(\langle k,q\rangle^2\) is even and survives.

## Energies, response and dielectric function in Lean

The wavevectors live in an arbitrary real inner product space `E`, so the dimension is left open until the Coulomb interaction enters.

```lean
import Mathlib

open Filter Topology

namespace PlasmaFrequency

noncomputable section

variable {E : Type*} [NormedAddCommGroup E] [InnerProductSpace ℝ E]

/-- Kinetic energy of a free particle with wavevector `k`, in units `ħ = m = 1`. -/
def kinetic (k : E) : ℝ := ‖k‖ ^ 2 / 2
```

The excitation energy is defined as a difference of kinetic energies, and its Doppler-plus-recoil form is proved afterwards.

```lean
/-- Energy needed to lift a free particle from wavevector `k` to `k + q`. -/
def excitation (q k : E) : ℝ := kinetic (k + q) - kinetic k
```

The finite set `s` is a `Finset E`, and `f` assigns a real weight to each wavevector. Nothing restricts the weights to lie between 0 and 1, so a factor 2 for spin can be included in them. The antiresonant term of a free particle is \(1/(\omega+D_{-k})\) in general; for even occupations on an inversion-symmetric set, relabelling \(k\to-k\) turns it into the form with \(D_k\) used here, so the definition is meant for that case. With the general term the limit \(N\|q\|^2\) holds without this symmetry, because each particle then contributes \(D_k+D_{-k}=\|q\|^2\); that version is not formalised here. The frequency is real, without broadening. At a resonance Lean's division by zero returns 0, which doesn't affect a limit at large `ω`.

```lean
/-- Density response of free particles, for even occupations `f` on an inversion-symmetric finite
set `s`, at frequencies `ω` different from every `± excitation q k`. -/
def response (s : Finset E) (f : E → ℝ) (q : E) (ω : ℝ) : ℝ :=
  ∑ k ∈ s, f k * (1 / (ω - excitation q k) - 1 / (ω + excitation q k))
```

The dielectric function fixes the space to three dimensions and the interaction to \(4\pi/\|q\|^2\), in Gaussian-type units with unit charge.

```lean
/-- RPA dielectric function in a volume `V` with Coulomb interaction `4π / ‖q‖²`, for even
occupations `f` on an inversion-symmetric set `s`, `V > 0`, `q ≠ 0` and `ω` different from every
`± excitation q k`. -/
def dielectric (V : ℝ) (s : Finset (EuclideanSpace ℝ (Fin 3)))
    (f : EuclideanSpace ℝ (Fin 3) → ℝ) (q : EuclideanSpace ℝ (Fin 3)) (ω : ℝ) : ℝ :=
  1 - 4 * Real.pi / (V * ‖q‖ ^ 2) * response s f q ω
```

## Doppler shift and inversion symmetry

The first theorem expands \(\|k+q\|^2\) with `norm_add_sq_real`.

```lean
/-- The excitation energy is a Doppler term `⟨k, q⟩` plus the recoil energy `‖q‖² / 2`. -/
theorem excitation_eq (q k : E) : excitation q k = inner ℝ k q + ‖q‖ ^ 2 / 2 := by
  unfold excitation kinetic
  rw [norm_add_sq_real]
  ring
```

The next one is the symmetry argument. The hypothesis `hs` says that `s` is closed under \(k\to-k\). `Finset.sum_nbij'` relabels the sum by this map, which is its own inverse, and shows that the sum equals its own negative. A wavevector \(k=0\) is its own partner, and oddness makes its term zero.

```lean
omit [InnerProductSpace ℝ E] in
/-- A quantity odd under `k → -k` sums to zero over an inversion-symmetric set. -/
theorem sum_odd {s : Finset E} (hs : ∀ k ∈ s, -k ∈ s) {F : E → ℝ}
    (hF : ∀ k ∈ s, F (-k) = -F k) : ∑ k ∈ s, F k = 0 := by
  have h : ∑ k ∈ s, F k = ∑ k ∈ s, -F k :=
    Finset.sum_nbij' (fun k => -k) (fun k => -k) hs hs
      (fun k _ => neg_neg k) (fun k _ => neg_neg k)
      (fun k hk => by simp only [hF k hk, neg_neg])
  rw [Finset.sum_neg_distrib] at h
  linarith
```

## Limits of a single resonance pair

`Tendsto … atTop (𝓝 1)` says that the function tends to 1 as `ω` goes to \(+\infty\). The proof starts from \(1+D^2/(\omega^2-D^2)\), whose limit is clear, and identifies it with the desired fraction for \(\omega>|D|\). The step `congr'` needs the two functions to agree only for all sufficiently large `ω`, which `eventually_gt_atTop |D|` supplies.

```lean
/-- Far above a resonance at `D`, the factor `ω² / (ω² - D²)` tends to one. -/
theorem resonance_factor (D : ℝ) :
    Tendsto (fun ω : ℝ => ω ^ 2 / (ω ^ 2 - D ^ 2)) atTop (𝓝 1) := by
  have h1 : Tendsto (fun ω : ℝ => ω ^ 2 + -D ^ 2) atTop atTop :=
    tendsto_atTop_add_const_right _ _ (tendsto_pow_atTop two_ne_zero)
  have h2 := (h1.const_div_atTop (D ^ 2)).const_add (1 : ℝ)
  rw [add_zero] at h2
  refine h2.congr' ?_
  filter_upwards [eventually_gt_atTop |D|] with ω hω
  have hlt : D ^ 2 < ω ^ 2 := sq_lt_sq' (abs_lt.mp hω).1 (abs_lt.mp hω).2
  have hne : ω ^ 2 - D ^ 2 ≠ 0 := (sub_pos.mpr hlt).ne'
  rw [← sub_eq_add_neg, eq_div_iff hne, add_mul, div_mul_cancel₀ _ hne]
  ring
```

The common denominator is formed under the same condition, which makes both \(\omega-D\) and \(\omega+D\) nonzero.

```lean
/-- Above the resonance, `|D| < ω`, the resonant and antiresonant terms combine into
a single fraction. -/
theorem pair_eq {D ω : ℝ} (h : |D| < ω) :
    ω ^ 2 * (1 / (ω - D) - 1 / (ω + D)) = 2 * D * (ω ^ 2 / (ω ^ 2 - D ^ 2)) := by
  obtain ⟨hl, hr⟩ := abs_lt.mp h
  have h1 : ω - D ≠ 0 := (sub_pos.mpr hr).ne'
  have h2 : ω + D ≠ 0 := ne_of_gt (by linarith)
  have h3 : ω ^ 2 - D ^ 2 = (ω - D) * (ω + D) := by ring
  rw [div_sub_div _ _ h1 h2, h3]
  ring
```

Multiplying the limit of the resonance factor by \(2D\) gives the leading term of the pair.

```lean
/-- At high frequency a resonance pair at `± D` contributes `2 D / ω²` to leading order. -/
theorem pair_limit (D : ℝ) :
    Tendsto (fun ω : ℝ => ω ^ 2 * (1 / (ω - D) - 1 / (ω + D))) atTop (𝓝 (2 * D)) := by
  have h := (resonance_factor D).const_mul (2 * D)
  rw [mul_one] at h
  refine h.congr' ?_
  filter_upwards [eventually_gt_atTop |D|] with ω hω
  exact (pair_eq hω).symm
```

Multiplying it by \(2D^3\) gives the correction. Here `hk` is the identity that clears the denominator \(\omega^2-D^2\), and `linear_combination` uses it to match the subtracted expression with \(2D^3\,\omega^2/(\omega^2-D^2)\).

```lean
/-- The next term in the high-frequency expansion of a resonance pair is `2 D³ / ω⁴`. -/
theorem pair_correction (D : ℝ) :
    Tendsto (fun ω : ℝ => ω ^ 2 * (ω ^ 2 * (1 / (ω - D) - 1 / (ω + D)) - 2 * D))
      atTop (𝓝 (2 * D ^ 3)) := by
  have h := (resonance_factor D).const_mul (2 * D ^ 3)
  rw [mul_one] at h
  refine h.congr' ?_
  filter_upwards [eventually_gt_atTop |D|] with ω hω
  have hlt : D ^ 2 < ω ^ 2 := sq_lt_sq' (abs_lt.mp hω).1 (abs_lt.mp hω).2
  have hk : ω ^ 2 / (ω ^ 2 - D ^ 2) * (ω ^ 2 - D ^ 2) = ω ^ 2 :=
    div_mul_cancel₀ _ (sub_pos.mpr hlt).ne'
  rw [pair_eq hω]
  linear_combination (-2 * D) * hk
```

## Summing over the occupied wavevectors

The hypotheses `hf` and `hN` state that the occupations are even on `s` and add up to `N`. The proof applies `sum_odd` to \(2f_k\langle k,q\rangle\), adds this vanishing sum to \(\sum_k f_k\|q\|^2\), and compares the result with \(\sum_k 2f_kD_k\) term by term.

```lean
/-- For even occupations on an inversion-symmetric set, with total particle number `N`,
the excitation energies add up to `N` recoil energies. -/
theorem first_moment {s : Finset E} {f : E → ℝ} {N : ℝ} (hs : ∀ k ∈ s, -k ∈ s)
    (hf : ∀ k ∈ s, f (-k) = f k) (hN : ∑ k ∈ s, f k = N) (q : E) :
    ∑ k ∈ s, f k * (2 * excitation q k) = N * ‖q‖ ^ 2 := by
  -- the Doppler terms cancel between `k` and `-k`
  have h := sum_odd hs (F := fun k => 2 * (f k * inner ℝ k q)) (by
    intro k hk
    simp only [hf k hk, inner_neg_left]
    ring)
  rw [← hN, Finset.sum_mul, ← zero_add (∑ k ∈ s, f k * ‖q‖ ^ 2), ← h,
    ← Finset.sum_add_distrib]
  refine Finset.sum_congr rfl fun k _ => ?_
  rw [excitation_eq]
  ring
```

The f-sum rule follows by adding the pair limits with `tendsto_finsetSum` and inserting the first moment. The wavevector `q` stays fixed while `ω` grows, and `s` is a fixed finite set, so no thermodynamic limit is taken.

```lean
/-- The f-sum rule: for even occupations on an inversion-symmetric set, with total particle
number `N`, `ω²` times the density response tends to `N ‖q‖²` at high frequency. -/
theorem f_sum_rule {s : Finset E} {f : E → ℝ} {N : ℝ} (hs : ∀ k ∈ s, -k ∈ s)
    (hf : ∀ k ∈ s, f (-k) = f k) (hN : ∑ k ∈ s, f k = N) (q : E) :
    Tendsto (fun ω : ℝ => ω ^ 2 * response s f q ω) atTop (𝓝 (N * ‖q‖ ^ 2)) := by
  have h := tendsto_finsetSum s fun k _ =>
    (pair_limit (excitation q k)).const_mul (f k)
  rw [first_moment hs hf hN q] at h
  refine h.congr fun ω => ?_
  rw [response, Finset.mul_sum]
  exact Finset.sum_congr rfl fun k _ => by ring
```

The next order has the same structure. `ho` removes the odd part of the third moment, `e` evaluates what remains, and the last lines move the subtraction of \(N\|q\|^2\) inside the sum, where `pair_correction` applies to each term.

```lean
/-- For even occupations on an inversion-symmetric set, with total particle number `N`, the
`1/ω⁴` term of the response is set by the spread of `⟨k, q⟩` and a recoil term. -/
theorem third_moment_correction {s : Finset E} {f : E → ℝ} {N : ℝ}
    (hs : ∀ k ∈ s, -k ∈ s) (hf : ∀ k ∈ s, f (-k) = f k) (hN : ∑ k ∈ s, f k = N) (q : E) :
    Tendsto (fun ω : ℝ => ω ^ 2 * (ω ^ 2 * response s f q ω - N * ‖q‖ ^ 2)) atTop
      (𝓝 (3 * ‖q‖ ^ 2 * ∑ k ∈ s, f k * (inner ℝ k q) ^ 2 + N * ‖q‖ ^ 6 / 4)) := by
  have h := tendsto_finsetSum s fun k _ =>
    (pair_correction (excitation q k)).const_mul (f k)
  -- odd powers of `⟨k, q⟩` drop out of the third moment
  have ho := sum_odd hs
    (F := fun k => f k * (2 * (inner ℝ k q) ^ 3 + 3 / 2 * inner ℝ k q * ‖q‖ ^ 4)) (by
      intro k hk
      simp only [hf k hk, inner_neg_left]
      ring)
  have e : ∑ k ∈ s, f k * (2 * excitation q k ^ 3)
      = 3 * ‖q‖ ^ 2 * ∑ k ∈ s, f k * (inner ℝ k q) ^ 2 + N * ‖q‖ ^ 6 / 4 := by
    rw [← hN, mul_div_assoc, Finset.sum_mul, Finset.mul_sum, ← Finset.sum_add_distrib,
      ← sub_eq_zero, ← Finset.sum_sub_distrib, ← ho]
    refine Finset.sum_congr rfl fun k _ => ?_
    rw [excitation_eq]
    ring
  rw [e] at h
  refine h.congr fun ω => ?_
  rw [← first_moment hs hf hN q, response, Finset.mul_sum, ← Finset.sum_sub_distrib,
    Finset.mul_sum]
  exact Finset.sum_congr rfl fun k _ => by ring
```

## The dielectric tail

The plasma frequency enters through the hypothesis `hp`, \(V\omega_p^2=4\pi N\), which is its usual definition for density \(N/V\) with unit charge and mass. Only the square of `ωp` matters, so its sign is left free. The equation `e` is the cancellation of \(\|q\|^2\); it needs \(V\neq0\) and \(q\neq0\), and the stronger condition \(V>0\) is the physical one for a volume. The theorem identifies \(\omega_p^2\) as the coefficient of the high-frequency tail, which is a different matter from locating a plasmon as a zero of \(\varepsilon\).

```lean
/-- In three dimensions, for `q ≠ 0`, `V > 0` and even occupations on an inversion-symmetric
set, `ω² (1 - ε)` tends to `ωp²`, where `V ωp² = 4π N` and `N` is the particle number. -/
theorem plasma_frequency_limit {s : Finset (EuclideanSpace ℝ (Fin 3))}
    {f : EuclideanSpace ℝ (Fin 3) → ℝ} {N V ωp : ℝ} (hs : ∀ k ∈ s, -k ∈ s)
    (hf : ∀ k ∈ s, f (-k) = f k) (hN : ∑ k ∈ s, f k = N) (hV : 0 < V)
    (hp : V * ωp ^ 2 = 4 * Real.pi * N) {q : EuclideanSpace ℝ (Fin 3)} (hq : q ≠ 0) :
    Tendsto (fun ω : ℝ => ω ^ 2 * (1 - dielectric V s f q ω)) atTop (𝓝 (ωp ^ 2)) := by
  have h := (f_sum_rule hs hf hN q).const_mul (4 * Real.pi / (V * ‖q‖ ^ 2))
  -- the Coulomb factor cancels the `‖q‖²` of the f-sum rule
  have e : 4 * Real.pi / (V * ‖q‖ ^ 2) * (N * ‖q‖ ^ 2) = ωp ^ 2 := by
    have hne : V * ‖q‖ ^ 2 ≠ 0 :=
      mul_ne_zero hV.ne' (pow_ne_zero 2 (norm_ne_zero_iff.mpr hq))
    rw [div_mul_eq_mul_div, div_eq_iff hne]
    linear_combination (-‖q‖ ^ 2) * hp
  rw [e] at h
  refine h.congr fun ω => ?_
  unfold dielectric
  ring

end

end PlasmaFrequency
```

```lean
#print axioms PlasmaFrequency.f_sum_rule
#print axioms PlasmaFrequency.third_moment_correction
#print axioms PlasmaFrequency.plasma_frequency_limit
```

```
'PlasmaFrequency.f_sum_rule' depends on axioms: [propext, Classical.choice, Quot.sound]
'PlasmaFrequency.third_moment_correction' depends on axioms: [propext, Classical.choice, Quot.sound]
'PlasmaFrequency.plasma_frequency_limit' depends on axioms: [propext, Classical.choice, Quot.sound]
```
